# Core-hole exchange $-JK$ with a valence spin $s>0$ has exactly the levels $-Js$ and $J(s+1)$

Let $S_x,S_y,S_z$ be complex $n\times n$ matrices, $n\ge 1$, with $[S_x,S_y]=iS_z$ and its cyclic permutations, and with $S_x^2+S_y^2+S_z^2=s(s+1)\,1$ for a real $s$. With the Pauli matrices $\sigma_a$, the operator $K=\sum_a\sigma_a\otimes S_a$ satisfies

$$(K-s)(K+s+1)=0 .$$

For $s>0$ and real $J$, the levels of $H=-JK$ are exactly $-Js$ and $J(s+1)$. They lie $(2s+1)|J|$ apart, which is Van Vleck's splitting.

Here $\sigma_a/2$ is the spin of the open core shell and $S_a$ that of the valence shell. The constant $J$ stands for the exchange integral between the core orbital and the open-shell orbitals, taken to be the same for all of them. The result describes the exchange doublet in photoemission from an $s$ core level within this one-parameter spin model; the reduction of the Coulomb interaction to $-JK$ is assumed.

## From Pauli products to two levels

Multiply out $K^2$. Since $\sigma_a^2=1$, the diagonal terms give $1\otimes\sum_a S_a^2=s(s+1)$. Since $\sigma_x\sigma_y=i\sigma_z=-\sigma_y\sigma_x$, the mixed $x,y$ terms give

$$\sigma_x\sigma_y\otimes S_xS_y+\sigma_y\sigma_x\otimes S_yS_x=i\sigma_z\otimes[S_x,S_y]=-\sigma_z\otimes S_z ,$$

and the other two pairs follow cyclically. Hence $K^2=s(s+1)-K$, which is the factorised identity multiplied out.

For the Hamiltonian this reads $H^2=J^2K^2=JH+J^2s(s+1)$. If $Hv=Ev$ with $v\neq0$, then

$$E^2-JE-J^2s(s+1)=(E+Js)(E-J(s+1))=0,$$

so no other energies are possible.

Both occur when $s>0$. Because the Pauli matrices are traceless, so is $K$, whereas $c\,1$ has trace $2nc$. Therefore $K$ is neither $s\,1$ nor $-(s+1)\,1$, and both factors are nonzero. A nonzero column of $K+s+1$ is annihilated by $K-s$, so it has $K=s$ and $E=-Js$. The factors commute, so a nonzero column of $K-s$ likewise has $K=-(s+1)$ and $E=J(s+1)$. Subtraction gives the separation.

For the weights, take $s\ge0$ and set $P=(K+s+1)/(2s+1)$. The factorised identity gives $KP=sP$, hence $(K+s+1)P=(2s+1)P$ and $P^2=P$. Also $1-P=(s-K)/(2s+1)$, so $K(1-P)=-(s+1)(1-P)$. Finally,

$$\operatorname{tr}P=\frac{0+2n(s+1)}{2s+1}.$$

For a single multiplet, $n=2s+1$, this is $2s+2$, the multiplicity of total spin $s+\tfrac12$.

## Spins, exchange and levels as matrices

In the code `n` is a finite index type, and the dimension is `Fintype.card n`.

In Lean 4 with Mathlib:

```lean
import Mathlib

open Matrix
open scoped Kronecker

namespace CoreHoleExchange

noncomputable section

variable {n : Type*} [Fintype n] [DecidableEq n]
```

The core spin is given by explicit matrices.

```lean
/-- The Pauli matrix `σx` of the core hole. -/
def σx : Matrix (Fin 2) (Fin 2) ℂ := !![0, 1; 1, 0]

/-- The Pauli matrix `σy` of the core hole. -/
def σy : Matrix (Fin 2) (Fin 2) ℂ := !![0, -Complex.I; Complex.I, 0]

/-- The Pauli matrix `σz` of the core hole. -/
def σz : Matrix (Fin 2) (Fin 2) ℂ := !![1, 0; 0, -1]
```

The valence spin enters only through its algebra. Neither Hermiticity nor irreducibility is required, so several copies of the same multiplet are allowed.

```lean
/-- The valence-shell matrices obey the angular-momentum commutators, and their squares
sum to `s(s+1)`. -/
structure IsSpin (s : ℝ) (Sx Sy Sz : Matrix n n ℂ) : Prop where
  xy : Sx * Sy - Sy * Sx = Complex.I • Sz
  yz : Sy * Sz - Sz * Sy = Complex.I • Sx
  zx : Sz * Sx - Sx * Sz = Complex.I • Sy
  casimir : Sx * Sx + Sy * Sy + Sz * Sz = ((s : ℂ) * (s + 1)) • (1 : Matrix n n ℂ)
```

The Kronecker product `⊗ₖ` puts the core spin first. As $K$ contains $\sigma_a$ and not $\sigma_a/2$, the Hamiltonian is $-2J$ times the scalar product of the two spins, and $J>0$ favours parallel alignment.

```lean
/-- The exchange operator `K = σx ⊗ Sx + σy ⊗ Sy + σz ⊗ Sz` of core hole and valence shell. -/
def exchange (Sx Sy Sz : Matrix n n ℂ) : Matrix (Fin 2 × n) (Fin 2 × n) ℂ :=
  σx ⊗ₖ Sx + σy ⊗ₖ Sy + σz ⊗ₖ Sz

/-- The core-hole exchange Hamiltonian `H = -J K`. -/
def hamiltonian (J : ℝ) (Sx Sy Sz : Matrix n n ℂ) : Matrix (Fin 2 × n) (Fin 2 × n) ℂ :=
  (-(J : ℂ)) • exchange Sx Sy Sz
```

A level is an eigenvalue with a nonzero eigenvector. It is allowed to be complex; that it is real comes out of the theorem.

```lean
/-- `E` is a level of `H` if some nonzero state satisfies `H v = E v`. -/
def IsLevel {m : Type*} [Fintype m] (H : Matrix m m ℂ) (E : ℂ) : Prop :=
  ∃ v : m → ℂ, v ≠ 0 ∧ H *ᵥ v = E • v
```

## The quadratic identity

The nine Pauli products are checked entry by entry.

```lean
/-- The products of the Pauli matrices. -/
theorem pauli_mul :
    σx * σx = 1 ∧ σy * σy = 1 ∧ σz * σz = 1 ∧
    σx * σy = Complex.I • σz ∧ σy * σx = (-Complex.I) • σz ∧
    σy * σz = Complex.I • σx ∧ σz * σy = (-Complex.I) • σx ∧
    σz * σx = Complex.I • σy ∧ σx * σz = (-Complex.I) • σy := by
  refine ⟨?_, ?_, ?_, ?_, ?_, ?_, ?_, ?_, ?_⟩ <;>
    (ext i j; fin_cases i <;> fin_cases j <;>
      simp [σx, σy, σz, Matrix.mul_apply, Fin.sum_univ_succ])
```

In the next proof, `Matrix.mul_kronecker_mul` turns each product of Kronecker products into a Kronecker product of products. The commutators, rewritten as `hxy`, `hyz` and `hzx`, bring the valence products into a fixed order, so that the unwanted ones cancel. The Casimir relation, tensored with the identity, is `hc`.

```lean
/-- For a valence spin `s` the exchange operator obeys `K² = s(s+1) - K`. -/
theorem exchange_sq {s : ℝ} {Sx Sy Sz : Matrix n n ℂ} (h : IsSpin s Sx Sy Sz) :
    exchange Sx Sy Sz * exchange Sx Sy Sz =
      ((s : ℂ) * (s + 1)) • 1 - exchange Sx Sy Sz := by
  obtain ⟨xx, yy, zz, xy, yx, yz, zy, zx, xz⟩ := pauli_mul
  have hxy : Sx * Sy = Sy * Sx + Complex.I • Sz := by rw [← h.xy]; abel
  have hyz : Sy * Sz = Sz * Sy + Complex.I • Sx := by rw [← h.yz]; abel
  have hzx : Sz * Sx = Sx * Sz + Complex.I • Sy := by rw [← h.zx]; abel
  -- the diagonal terms add up to the Casimir operator
  have hc := congrArg (fun M => (1 : Matrix (Fin 2) (Fin 2) ℂ) ⊗ₖ M) h.casimir
  simp only [Matrix.kronecker_add, Matrix.kronecker_smul, Matrix.one_kronecker_one] at hc
  -- the mixed terms combine into commutators
  simp only [exchange, add_mul, mul_add, ← Matrix.mul_kronecker_mul, xx, yy, zz, xy, yx, yz,
    zy, zx, xz, hxy, hyz, hzx, Matrix.kronecker_add, Matrix.kronecker_smul,
    Matrix.smul_kronecker, smul_smul, Complex.I_mul_I]
  linear_combination (norm := module) hc
```

The proof turns on its last line. By default `linear_combination` finishes with a normaliser for commutative rings, which matrices do not form. With `(norm := module)` it treats each remaining Kronecker product as an indivisible vector and compares complex coefficients. This suffices because the rewriting has already dealt with everything that depends on the order of multiplication.

Factorisation is then linear algebra in $K$ and $1$.

```lean
/-- For a valence spin `s` the exchange operator satisfies `(K - s)(K + s + 1) = 0`. -/
theorem exchange_factor {s : ℝ} {Sx Sy Sz : Matrix n n ℂ} (h : IsSpin s Sx Sy Sz) :
    (exchange Sx Sy Sz - (s : ℂ) • 1) * (exchange Sx Sy Sz + ((s : ℂ) + 1) • 1) = 0 := by
  simp only [sub_mul, mul_add, Matrix.smul_mul, Matrix.mul_smul, one_mul, mul_one,
    exchange_sq h]
  module
```

## Which energies occur

Two lemmas prepare the existence argument: the vanishing trace, and the nonzero column.

```lean
omit [DecidableEq n] in
/-- The exchange operator is traceless. -/
theorem trace_exchange (Sx Sy Sz : Matrix n n ℂ) : (exchange Sx Sy Sz).trace = 0 := by
  simp [exchange, Matrix.trace_add, Matrix.trace_kronecker, σx, σy, σz, Matrix.trace_fin_two]

/-- If `A B = 0` and `B` is not zero, then `A` annihilates some nonzero vector. -/
theorem exists_kernel {m : Type*} [Fintype m] {A B : Matrix m m ℂ} (h : A * B = 0)
    (hB : B ≠ 0) : ∃ v : m → ℂ, v ≠ 0 ∧ A *ᵥ v = 0 := by
  obtain ⟨i, j, hij⟩ : ∃ i j, B i j ≠ 0 := by
    by_contra hc
    push Not at hc
    exact hB (by ext i j; exact hc i j)
  -- a nonzero column of `B` does it
  refine ⟨fun k => B k j, fun h0 => hij (congrFun h0 i), ?_⟩
  ext k
  exact congrFun (congrFun h k) j
```

The restriction to two values needs no sign condition on $s$. In the proof `hq` is the quadratic relation for $H$, and `h2` is its factorised form acting on the eigenvector.

```lean
/-- Every level of `H = -J K` for a valence spin `s` is `-J s` or `J (s + 1)`. -/
theorem level_cases {s J : ℝ} {E : ℂ} {Sx Sy Sz : Matrix n n ℂ} (h : IsSpin s Sx Sy Sz)
    (hE : IsLevel (hamiltonian J Sx Sy Sz) E) : E = -J * s ∨ E = J * (s + 1) := by
  obtain ⟨v, hv, hE⟩ := hE
  have hq : hamiltonian J Sx Sy Sz * hamiltonian J Sx Sy Sz =
      (J : ℂ) • hamiltonian J Sx Sy Sz + ((J : ℂ) ^ 2 * (s * (s + 1))) • 1 := by
    simp only [hamiltonian, Matrix.smul_mul, Matrix.mul_smul, exchange_sq h]
    module
  -- on an eigenvector the operator identity becomes a quadratic equation for `E`
  have h1 := congrArg (fun M => M *ᵥ v) hq
  simp only [← Matrix.mulVec_mulVec, Matrix.add_mulVec, Matrix.smul_mulVec,
    Matrix.one_mulVec, hE, Matrix.mulVec_smul] at h1
  have h2 : ((E + J * s) * (E - J * (s + 1))) • v = 0 := by
    linear_combination (norm := module) h1
  rcases mul_eq_zero.mp ((smul_eq_zero.mp h2).resolve_right hv) with h3 | h3
  · left; linear_combination h3
  · right; linear_combination h3
```

The converse uses $s>0$ and a nonempty index type. At $s=0$ there is no valence spin to couple to, and the second level is absent. Inside the proof, `hne` is the trace argument, and the two final cases construct the two eigenvectors.

```lean
/-- For a valence spin `s > 0` on a nonzero space, the levels of `H = -J K` are exactly
`-J s` and `J (s + 1)`. -/
theorem level_iff [Nonempty n] {s : ℝ} {Sx Sy Sz : Matrix n n ℂ} (h : IsSpin s Sx Sy Sz)
    (hs : 0 < s) (J : ℝ) (E : ℂ) :
    IsLevel (hamiltonian J Sx Sy Sz) E ↔ E = -J * s ∨ E = J * (s + 1) := by
  -- a traceless operator is no nonzero multiple of the identity
  have hne : ∀ c : ℂ, c ≠ 0 → exchange Sx Sy Sz ≠ c • 1 := by
    intro c hc h0
    have h1 := congrArg Matrix.trace h0
    rw [trace_exchange, Matrix.trace_smul, Matrix.trace_one, smul_eq_mul] at h1
    exact mul_ne_zero hc (Nat.cast_ne_zero.mpr Fintype.card_ne_zero) h1.symm
  have hs0 : (s : ℂ) ≠ 0 := by exact_mod_cast hs.ne'
  have hs1 : (s : ℂ) + 1 ≠ 0 := by exact_mod_cast (by positivity : s + 1 ≠ 0)
  refine ⟨level_cases h, ?_⟩
  rintro (rfl | rfl)
  · obtain ⟨v, hv, hk⟩ := exists_kernel (exchange_factor h) (fun h0 =>
      hne (-((s : ℂ) + 1)) (neg_ne_zero.mpr hs1) (by linear_combination (norm := module) h0))
    refine ⟨v, hv, ?_⟩
    simp only [Matrix.sub_mulVec, Matrix.smul_mulVec, Matrix.one_mulVec] at hk
    rw [hamiltonian, Matrix.smul_mulVec, sub_eq_zero.mp hk, smul_smul]
  · have hf : (exchange Sx Sy Sz + ((s : ℂ) + 1) • 1) *
        (exchange Sx Sy Sz - (s : ℂ) • 1) = 0 := by
      simp only [add_mul, mul_sub, Matrix.smul_mul, Matrix.mul_smul, one_mul, mul_one,
        exchange_sq h]
      module
    obtain ⟨v, hv, hk⟩ := exists_kernel hf (fun h0 => hne s hs0 (sub_eq_zero.mp h0))
    refine ⟨v, hv, ?_⟩
    simp only [Matrix.add_mulVec, Matrix.smul_mulVec, Matrix.one_mulVec] at hk
    rw [hamiltonian, Matrix.smul_mulVec]
    linear_combination (norm := module) (-(J : ℂ)) • hk
```

The separation is stated for two levels already known to differ, which also handles $J=0$, where they coincide.

```lean
/-- Van Vleck's splitting: for a valence spin `s ≥ 0`, two different levels of `H = -J K`
are separated by `(2s + 1)|J|`. -/
theorem van_vleck_splitting {s J : ℝ} {E E' : ℂ} {Sx Sy Sz : Matrix n n ℂ}
    (h : IsSpin s Sx Sy Sz) (hs : 0 ≤ s) (hE : IsLevel (hamiltonian J Sx Sy Sz) E)
    (hE' : IsLevel (hamiltonian J Sx Sy Sz) E') (hne : E ≠ E') :
    ‖E - E'‖ = (2 * s + 1) * |J| := by
  have hpos : 0 < 2 * s + 1 := by positivity
  have hn : ‖(((2 * s + 1) * J : ℝ) : ℂ)‖ = (2 * s + 1) * |J| := by
    rw [Complex.norm_real, Real.norm_eq_abs, abs_mul, abs_of_pos hpos]
  rcases level_cases h hE with h1 | h1 <;> rcases level_cases h hE' with h2 | h2
  · exact absurd (h1.trans h2.symm) hne
  · rw [← hn, ← norm_neg, h1, h2]
    congr 1
    push_cast
    ring
  · rw [← hn, h1, h2]
    congr 1
    push_cast
    ring
  · exact absurd (h1.trans h2.symm) hne
```

## Statistical weights

```lean
/-- The operator `P = (K + s + 1)/(2s + 1)`, defined for `s ≠ -1/2`. -/
def levelProjector (s : ℝ) (Sx Sy Sz : Matrix n n ℂ) : Matrix (Fin 2 × n) (Fin 2 × n) ℂ :=
  (2 * (s : ℂ) + 1)⁻¹ • (exchange Sx Sy Sz + ((s : ℂ) + 1) • 1)
```

The four parts of the next theorem are idempotence, the value of $K$ on each of the two ranges, and the trace. The weights of the levels $-Js$ and $J(s+1)$ stand in the ratio $(s+1):s$, which is $7:5$ for a half-filled $d$ shell with $s=\tfrac52$.

```lean
/-- For a valence spin `s ≥ 0` on an `n`-dimensional space, `P` is idempotent, `K` equals `s`
on its range and `-(s + 1)` on that of `1 - P`, and `P` has trace `2n(s + 1)/(2s + 1)`. -/
theorem levelProjector_spec {s : ℝ} {Sx Sy Sz : Matrix n n ℂ} (h : IsSpin s Sx Sy Sz)
    (hs : 0 ≤ s) :
    let K := exchange Sx Sy Sz
    let P := levelProjector s Sx Sy Sz
    P * P = P ∧ K * P = (s : ℂ) • P ∧ K * (1 - P) = (-((s : ℂ) + 1)) • (1 - P) ∧
      P.trace = 2 * (Fintype.card n : ℂ) * (s + 1) / (2 * s + 1) := by
  intro K P
  have h0 : 2 * (s : ℂ) + 1 ≠ 0 := by exact_mod_cast (by positivity : 2 * s + 1 ≠ 0)
  have hsq : K * K = ((s : ℂ) * (s + 1)) • 1 - K := exchange_sq h
  have hP : (2 * (s : ℂ) + 1) • P = K + ((s : ℂ) + 1) • 1 := smul_inv_smul₀ h0 _
  have hPdef : P = (2 * (s : ℂ) + 1)⁻¹ • (K + ((s : ℂ) + 1) • 1) := rfl
  have hKP : K * P = (s : ℂ) • P := by
    rw [hPdef, Matrix.mul_smul, smul_comm (s : ℂ)]
    congr 1
    simp only [mul_add, Matrix.mul_smul, mul_one, hsq]
    module
  refine ⟨?_, hKP, ?_, ?_⟩
  · -- on the range of `P` the numerator `K + s + 1` equals `2s + 1`
    have h1 : (K + ((s : ℂ) + 1) • 1) * P = (2 * (s : ℂ) + 1) • P := by
      rw [add_mul, hKP, Matrix.smul_mul, one_mul]
      module
    calc P * P = (2 * (s : ℂ) + 1)⁻¹ • ((K + ((s : ℂ) + 1) • 1) * P) := by
          rw [← Matrix.smul_mul, ← hPdef]
      _ = P := by rw [h1, inv_smul_smul₀ h0]
  · rw [mul_sub, mul_one, hKP]
    linear_combination (norm := module) (-1 : ℂ) • hP
  · have hK : K.trace = 0 := trace_exchange Sx Sy Sz
    rw [hPdef, Matrix.trace_smul, Matrix.trace_add, hK, Matrix.trace_smul, Matrix.trace_one,
      Fintype.card_prod, Fintype.card_fin, smul_eq_mul, smul_eq_mul, div_eq_mul_inv]
    push_cast
    ring
```

The spin-1 matrices provide a concrete case, with levels $-J$ and $2J$.

```lean
/-- The spin-1 matrices in the Cartesian basis satisfy the spin relations with `s = 1`. -/
theorem isSpin_witness :
    IsSpin 1 !![0, 0, 0; 0, 0, -Complex.I; 0, Complex.I, 0]
      !![0, 0, Complex.I; 0, 0, 0; -Complex.I, 0, 0]
      !![0, -Complex.I, 0; Complex.I, 0, 0; 0, 0, 0] := by
  constructor <;>
    (ext i j; fin_cases i <;> fin_cases j <;> simp)

end

end CoreHoleExchange
```

```lean
#print axioms CoreHoleExchange.level_iff
#print axioms CoreHoleExchange.van_vleck_splitting
#print axioms CoreHoleExchange.levelProjector_spec
```

```
'CoreHoleExchange.level_iff' depends on axioms: [propext, Classical.choice, Quot.sound]
'CoreHoleExchange.van_vleck_splitting' depends on axioms: [propext, Classical.choice, Quot.sound]
'CoreHoleExchange.levelProjector_spec' depends on axioms: [propext, Classical.choice, Quot.sound]
```

## Reading $J$ from a collinear core-hole calculation

Suppose that a spin-polarised calculation which treats the core spin explicitly gives the energies of two collinear configurations, with the core spin parallel or antiparallel to a fully aligned valence spin. In the present model their expectation values of $K$ are $s$ and $-s$, since only $\sigma_z\otimes S_z$ contributes. Their energies therefore differ by $2sJ$, not by $(2s+1)J$: the antiparallel configuration mixes both total spins. To obtain the multiplet splitting within the model, multiply the collinear difference by $(2s+1)/(2s)$, which is $6/5$ for $s=\tfrac52$.
